# Exchange constants of a spin-1/2 Heisenberg Hamiltonian from traces

The exchange constants of $n$ coupled spins 1/2 can be recovered from their Hamiltonian by taking traces. Here the Hamiltonian is a complex $2^n\times 2^n$ matrix whose rows and columns are labelled by spin configurations: a configuration assigns 0 (up along $z$) or 1 (down) to each of the sites $0,\dots,n-1$. With spins in units of $\hbar$, the Hamiltonian is

$$H=E_0+\sum_i h_i S_i^z+\sum_{i<j}J_{ij}\,\mathbf S_i\cdot\mathbf S_j ,$$

where the offset $E_0$, the fields $h_i$ and the exchange constants $J_{ij}$ are real energies. For $n\ge 2$ and every pair $k<l$,

$$J_{kl}=\frac{16}{3\cdot 2^n}\,\mathrm{tr}\,(H\,\mathbf S_k\cdot\mathbf S_l).$$

Two Hamiltonians of this form that are equal as operators therefore have the same exchange constants. For a finite cluster whose effective Hamiltonian is available as a matrix of this form, for instance from an electronic-structure calculation, the formula reads off each $J_{kl}$ without a fit. That the electrons of a real magnet reduce to such a spin operator is an assumption about the material.

## Orthogonality of spin products under the trace

The derivation is no harder for a general bilinear Hamiltonian. Let the components $a,b=0,1,2$ stand for $x,y,z$, and take

$$H=E_0+\sum_{i,a}h_i^aS_i^a+\sum_{i<j}\sum_{a,b}K_{ij}^{ab}S_i^aS_j^b ,$$

with a real vector field $h_i^a$ on each site and a real $3\times3$ coupling tensor $K_{ij}^{ab}$ on each pair. The tensor can hold anisotropic and Dzyaloshinskii–Moriya couplings as well as isotropic exchange.

**One site.** The spin matrices $s_a$ are half the Pauli matrices, so $\mathrm{tr}\,s_a=0$. Each square is $s_a^2=\tfrac14\mathbb 1$, with trace $\tfrac12$. A product of two different ones is $\pm\tfrac i2$ times the third, with trace zero. Hence $\mathrm{tr}(s_as_b)=\delta_{ab}/2$.

**Many sites.** A tensor product of one-site matrices $A_m$ has the entries $\prod_m (A_m)_{s_mt_m}$ between configurations $s$ and $t$, where $s_m$ is the value 0 or 1 that $s$ assigns to site $m$, not a spin matrix. The product of two such operators has the entries

$$\sum_u\prod_m (A_m)_{s_mu_m}(B_m)_{u_mt_m}=\prod_m (A_mB_m)_{s_mt_m},$$

because summing over configurations $u$ means summing over each $u_m$ independently. In the same way, the trace is $\sum_s\prod_m(A_m)_{s_ms_m}=\prod_m\mathrm{tr}\,A_m$. A trace therefore vanishes as soon as one site carries a single spin matrix.

Now multiply $H$ by $S_k^aS_l^b$ with $k<l$ and take the trace.

- **Offset.** Site $k$ carries only $s_a$, so the term vanishes.
- **Fields.** In $S_i^cS_k^aS_l^b$, site $k$ carries only $s_a$ if $i\ne k$, and site $l$ carries only $s_b$ if $i=k$. Every field term vanishes.
- **Other pairs.** If $(i,j)\neq(k,l)$, at least one of $i,j$ lies outside $\{k,l\}$ and carries a single spin matrix. The term vanishes.
- **The same pair.** The remaining $n-2$ sites each give $\mathrm{tr}\,\mathbb 1=2$, so

$$\mathrm{tr}(S_k^cS_l^dS_k^aS_l^b)=2^{n-2}\,\frac{\delta_{ca}}2\,\frac{\delta_{db}}2=\frac{2^n}{16}\,\delta_{ca}\delta_{db}.$$

Only one coefficient survives:

$$K_{kl}^{ab}=\frac{16}{2^n}\,\mathrm{tr}(H\,S_k^aS_l^b).$$

Setting $b=a$, summing over $a$ and dividing by 3 gives

$$\frac{16}{3\cdot2^n}\,\mathrm{tr}(H\,\mathbf S_k\cdot\mathbf S_l)=\frac13\sum_aK_{kl}^{aa}.$$

For the Heisenberg Hamiltonian $K_{kl}^{ab}=J_{kl}\delta_{ab}$, and the right-hand side is $3J_{kl}/3=J_{kl}$. Equal operators have equal traces, hence equal exchange constants.

## Spins and Hamiltonians as matrices

The number of sites `n` may be any natural number. The condition `k < l` in the theorems can be met only when there are at least two sites.

In Lean 4 with Mathlib:

```lean
import Mathlib

open Matrix

namespace ExchangeFromTraces

noncomputable section

variable {n : ℕ}
```

The one-site matrices come first. They fix the factor $\tfrac12$ and the choice of $z$ as the diagonal component.

```lean
/-- The three spin-1/2 matrices of a single site, in units of ħ; the labels 0, 1, 2 stand for
x, y, z. -/
def spinHalf : Fin 3 → Matrix (Fin 2) (Fin 2) ℂ :=
  ![!![0, 1 / 2; 1 / 2, 0], !![0, -Complex.I / 2; Complex.I / 2, 0], !![1 / 2, 0; 0, -1 / 2]]
```

A configuration is a function `Fin n → Fin 2`, and the tensor product is defined by its entries, as above.

```lean
/-- The tensor product of one-site operators, as a matrix between configurations of `n` sites. -/
def tensorOp (A : Fin n → Matrix (Fin 2) (Fin 2) ℂ) :
    Matrix (Fin n → Fin 2) (Fin n → Fin 2) ℂ :=
  Matrix.of fun s t => ∏ m, A m (s m) (t m)
```

The operator $S_k^a$ has `spinHalf a` at site `k` and the identity matrix elsewhere.

```lean
/-- The spin component `a` of site `k`, acting as the identity on all other sites. -/
def siteSpin (k : Fin n) (a : Fin 3) : Matrix (Fin n → Fin 2) (Fin n → Fin 2) ℂ :=
  tensorOp fun m => if m = k then spinHalf a else 1

/-- The scalar product `S_k · S_l` of two spin operators. -/
def spinDot (k l : Fin n) : Matrix (Fin n → Fin 2) (Fin n → Fin 2) ℂ :=
  ∑ a, siteSpin k a * siteSpin l a
```

In the Hamiltonian, `Finset.Ioi i` is the set of sites above `i`, so each pair is counted once. Entries `J i j` with `j ≤ i` never enter. The sign convention is $+J$, so a positive constant is antiferromagnetic. The field `h i` is an energy that already contains the g-factor and the Bohr magneton.

```lean
/-- The Hamiltonian with an energy offset, a field along z on each site and an isotropic
exchange `J i j` on each pair `i < j`. -/
def heisenberg (E0 : ℝ) (h : Fin n → ℝ) (J : Fin n → Fin n → ℝ) :
    Matrix (Fin n → Fin 2) (Fin n → Fin 2) ℂ :=
  (E0 : ℂ) • 1 + ∑ i, (h i : ℂ) • siteSpin i 2
    + ∑ i, ∑ j ∈ Finset.Ioi i, (J i j : ℂ) • spinDot i j
```

The general Hamiltonian has the same layout, with `K i j a b` for $K_{ij}^{ab}$.

```lean
/-- The general bilinear spin Hamiltonian: an energy offset, a vector field on each site and a
3 × 3 coupling tensor `K i j` on each pair `i < j`. -/
def bilinear (E0 : ℝ) (h : Fin n → Fin 3 → ℝ) (K : Fin n → Fin n → Fin 3 → Fin 3 → ℝ) :
    Matrix (Fin n → Fin 2) (Fin n → Fin 2) ℂ :=
  (E0 : ℂ) • 1 + ∑ i, ∑ a, (h i a : ℂ) • siteSpin i a
    + ∑ i, ∑ j ∈ Finset.Ioi i, ∑ a, ∑ b, (K i j a b : ℂ) • (siteSpin i a * siteSpin j b)
```

## Traces site by site

The next two lemmas are the many-site rules. In both, `Finset.prod_univ_sum` turns a product of one-site sums into a sum over all choices of one index per site, and those choices are exactly the configurations.

```lean
/-- Tensor products of one-site operators multiply site by site. -/
theorem tensorOp_mul (A B : Fin n → Matrix (Fin 2) (Fin 2) ℂ) :
    tensorOp A * tensorOp B = tensorOp fun m => A m * B m := by
  ext s t
  simp only [tensorOp, Matrix.mul_apply, Matrix.of_apply, ← Finset.prod_mul_distrib]
  rw [Finset.prod_univ_sum, Fintype.piFinset_univ]

/-- The trace of a tensor product is the product of the one-site traces. -/
theorem trace_tensorOp (A : Fin n → Matrix (Fin 2) (Fin 2) ℂ) :
    (tensorOp A).trace = ∏ m, (A m).trace := by
  simp only [tensorOp, Matrix.trace, Matrix.diag_apply, Matrix.of_apply]
  rw [Finset.prod_univ_sum, Fintype.piFinset_univ]
```

The one-site traces are checked component by component: three cases for the single matrices and nine for the products.

```lean
/-- The spin-1/2 matrices are traceless, and they are orthogonal under the trace with
`tr (s_a s_b) = δ_ab / 2`. -/
theorem spinHalf_traces (a b : Fin 3) : (spinHalf a).trace = 0 ∧
    (spinHalf a * spinHalf b).trace = if a = b then 1 / 2 else 0 := by
  constructor
  · fin_cases a <;> simp [spinHalf, Matrix.trace_fin_two]
    ring
  · fin_cases a <;> fin_cases b <;>
      simp [spinHalf, Matrix.trace_fin_two] <;> ring_nf
    norm_num [Complex.I_sq]
```

The offset and field terms are treated together. After the trace has been written as a product over sites, `Finset.prod_eq_zero` needs one site with a vanishing factor. The case distinction on `k = i` selects site `l` or site `k`, as in the derivation.

```lean
/-- For two different sites `k` and `l`, the product of a component of `S_k` and one of `S_l` is
traceless, and remains so after multiplication by any single spin component. -/
theorem trace_offset_field {k l : Fin n} (hkl : k ≠ l) (i : Fin n) (a b c : Fin 3) :
    (siteSpin k a * siteSpin l b).trace = 0 ∧
    (siteSpin i c * (siteSpin k a * siteSpin l b)).trace = 0 := by
  have ha := (spinHalf_traces a a).1
  have hb := (spinHalf_traces b b).1
  simp only [siteSpin, tensorOp_mul, trace_tensorOp]
  refine ⟨Finset.prod_eq_zero (Finset.mem_univ k) (by simp [hkl, ha]), ?_⟩
  -- one of the sites k, l carries a single spin matrix
  by_cases hi : k = i
  · have hl : l ≠ i := fun h => hkl (hi.trans h.symm)
    exact Finset.prod_eq_zero (Finset.mem_univ l) (by simp [hl, hkl.symm, hb])
  · exact Finset.prod_eq_zero (Finset.mem_univ k) (by simp [hi, hkl, ha])
```

The orthogonality relation for pairs has two parts. For equal pairs, `hloc` writes the trace at every site as 2 times a correction, which is 1 away from the pair. At the two sites of the pair the corrections are $\delta_{ac}/4$ and $\delta_{bd}/4$, so the product is $2^n/16$ when the components match. For different pairs, the proof finds the site with a single spin matrix: it is `j` if `i` belongs to the second pair, and `i` otherwise. The ordering of both pairs is used here, through `omega`.

```lean
/-- For pairs of sites `i < j` and `k < l`, the products of spin components `S_i^a S_j^b` and
`S_k^c S_l^d` are orthogonal under the trace unless the pairs and the components agree; in that case
the trace is `2^n / 16`. -/
theorem trace_pair_pair {i j k l : Fin n} (hij : i < j) (hkl : k < l) (a b c d : Fin 3) :
    (siteSpin i a * siteSpin j b * (siteSpin k c * siteSpin l d)).trace =
      if i = k ∧ j = l ∧ a = c ∧ b = d then (2 : ℂ) ^ n / 16 else 0 := by
  simp only [siteSpin, tensorOp_mul, trace_tensorOp]
  by_cases hp : i = k ∧ j = l
  · obtain ⟨rfl, rfl⟩ := hp
    -- every site gives a factor 2, corrected at the two sites of the pair
    have hloc : ∀ m : Fin n,
        ((if m = i then spinHalf a else 1) * (if m = j then spinHalf b else 1) *
          ((if m = i then spinHalf c else 1) * (if m = j then spinHalf d else 1))).trace =
        2 * ((if m = i then (spinHalf a * spinHalf c).trace / 2 else 1) *
          (if m = j then (spinHalf b * spinHalf d).trace / 2 else 1)) := by
      intro m
      by_cases hi : m = i
      · simp only [hi, hij.ne, eq_self, ↓reduceIte, mul_one]
        ring
      · by_cases hj : m = j
        · simp only [hj, hij.ne', eq_self, ↓reduceIte, one_mul]
          ring
        · simp [hi, hj]
    simp only [hloc, Finset.prod_mul_distrib, Finset.prod_const, Finset.card_univ,
      Fintype.card_fin, Finset.prod_ite_eq', Finset.mem_univ, ↓reduceIte,
      (spinHalf_traces _ _).2]
    by_cases h1 : a = c <;> by_cases h2 : b = d <;>
      simp only [h1, h2, eq_self, and_self, and_true, and_false, ↓reduceIte] <;> ring
  · rw [if_neg fun h => hp ⟨h.1, h.2.1⟩]
    -- two different pairs leave a site with a single spin matrix
    by_cases h1 : i = k ∨ i = l
    · have h2 : j ≠ k ∧ j ≠ l := by
        simp only [ne_eq, Fin.ext_iff, Fin.lt_def] at *
        omega
      exact Finset.prod_eq_zero (Finset.mem_univ j)
        (by simp [hij.ne', h2.1, h2.2, (spinHalf_traces b b).1])
    · rw [not_or] at h1
      exact Finset.prod_eq_zero (Finset.mem_univ i)
        (by simp [hij.ne, h1.1, h1.2, (spinHalf_traces a a).1])
```

## From the coupling tensor to the exchange constant

The theorem on the full tensor expands the trace by linearity. The first `simp only` removes the offset and the fields. Four uses of `Finset.sum_eq_single_of_mem` then reduce the sums over first site, second site, first component and second component to one term each. This gives `key`, and the prefactor cancels $2^n/16$.

```lean
/-- Each component of the coupling tensor of a pair `k < l` is `16 / 2^n` times the trace of the
bilinear Hamiltonian against the corresponding product of spin components. -/
theorem coupling_tensor_from_trace (E0 : ℝ) (h : Fin n → Fin 3 → ℝ)
    (K : Fin n → Fin n → Fin 3 → Fin 3 → ℝ) {k l : Fin n} (hkl : k < l) (a b : Fin 3) :
    16 / 2 ^ n * (bilinear E0 h K * (siteSpin k a * siteSpin l b)).trace = (K k l a b : ℂ) := by
  have key : (bilinear E0 h K * (siteSpin k a * siteSpin l b)).trace =
      (K k l a b : ℂ) * (2 ^ n / 16) := by
    -- the offset and the fields drop out
    simp only [bilinear, add_mul, Finset.sum_mul, Matrix.smul_mul, one_mul, Matrix.trace_add,
      Matrix.trace_sum, Matrix.trace_smul, smul_eq_mul, (trace_offset_field hkl.ne k a b a).1,
      (trace_offset_field hkl.ne _ a b _).2, mul_zero, Finset.sum_const_zero, zero_add]
    -- of all pairs and components only one survives
    refine (Finset.sum_eq_single_of_mem k (Finset.mem_univ k) fun i _ hi => ?_).trans ?_
    · refine Finset.sum_eq_zero fun j hj => Finset.sum_eq_zero fun c _ =>
        Finset.sum_eq_zero fun d _ => ?_
      rw [trace_pair_pair (Finset.mem_Ioi.1 hj) hkl, if_neg fun e => hi e.1, mul_zero]
    refine (Finset.sum_eq_single_of_mem l (Finset.mem_Ioi.2 hkl) fun j hj hne => ?_).trans ?_
    · refine Finset.sum_eq_zero fun c _ => Finset.sum_eq_zero fun d _ => ?_
      rw [trace_pair_pair (Finset.mem_Ioi.1 hj) hkl, if_neg fun e => hne e.2.1, mul_zero]
    refine (Finset.sum_eq_single_of_mem a (Finset.mem_univ a) fun c _ hc => ?_).trans ?_
    · refine Finset.sum_eq_zero fun d _ => ?_
      rw [trace_pair_pair hkl hkl, if_neg fun e => hc e.2.2.1, mul_zero]
    refine (Finset.sum_eq_single_of_mem b (Finset.mem_univ b) fun d _ hd => ?_).trans ?_
    · rw [trace_pair_pair hkl hkl, if_neg fun e => hd e.2.2.2, mul_zero]
    rw [trace_pair_pair hkl hkl, if_pos ⟨rfl, rfl, rfl, rfl⟩]
  rw [key]
  field_simp
```

Averaging the three diagonal components gives the isotropic part. For an anisotropic pair, the trace against $\mathbf S_k\cdot\mathbf S_l$, with the prefactor $16/(3\cdot2^n)$, thus returns the average of the diagonal couplings.

```lean
/-- For a general bilinear Hamiltonian and `k < l`, the trace against `S_k · S_l`, multiplied by
`16 / (3 · 2^n)`, is one third of the trace of the coupling tensor of that pair. -/
theorem isotropic_part_from_trace (E0 : ℝ) (h : Fin n → Fin 3 → ℝ)
    (K : Fin n → Fin n → Fin 3 → Fin 3 → ℝ) {k l : Fin n} (hkl : k < l) :
    16 / (3 * 2 ^ n) * (bilinear E0 h K * spinDot k l).trace =
      (∑ a, (K k l a a : ℂ)) / 3 := by
  rw [← Finset.sum_congr rfl fun a _ => coupling_tensor_from_trace E0 h K hkl a a]
  simp only [spinDot, Finset.mul_sum, Matrix.trace_sum, Finset.sum_div]
  refine Finset.sum_congr rfl fun a _ => ?_
  ring
```

The Heisenberg Hamiltonian is then identified as a special case, with fields along $z$ and a coupling tensor proportional to the identity.

```lean
/-- The Heisenberg Hamiltonian is the bilinear one with fields along z and coupling tensors
`J i j` times the identity. -/
theorem heisenberg_eq_bilinear (E0 : ℝ) (h : Fin n → ℝ) (J : Fin n → Fin n → ℝ) :
    heisenberg E0 h J = bilinear E0 (fun i a => if a = 2 then h i else 0)
      (fun i j a b => if a = b then J i j else 0) := by
  simp [heisenberg, bilinear, spinDot, Fin.sum_univ_three, smul_add]
```

The formula for $J_{kl}$ follows by substitution. Its left-hand side is the real number `J k l` read as a complex number, so the equation also says that the trace is real.

```lean
/-- The exchange constant of each pair `k < l` of spins 1/2 is
`J_kl = 16 / (3 · 2^n) · tr (H S_k · S_l)`. -/
theorem exchange_from_trace (E0 : ℝ) (h : Fin n → ℝ) (J : Fin n → Fin n → ℝ)
    {k l : Fin n} (hkl : k < l) :
    (J k l : ℂ) = 16 / (3 * 2 ^ n) * (heisenberg E0 h J * spinDot k l).trace := by
  rw [heisenberg_eq_bilinear, isotropic_part_from_trace _ _ _ hkl]
  simp only [↓reduceIte, Fin.sum_univ_three]
  ring
```

For uniqueness, the hypothesis `hH` says that the two matrices are equal. The offsets and fields of the two Hamiltonians are left arbitrary, and the conclusion concerns the exchange constants alone. The proof writes `J k l` as a trace, replaces one Hamiltonian by the other and reads the trace back as `J' k l`; `Complex.ofReal_injective` carries the equality from complex to real numbers.

```lean
/-- If two Heisenberg Hamiltonians are the same operator, their exchange constants agree on every
pair `k < l`. -/
theorem exchange_unique {E0 E0' : ℝ} {h h' : Fin n → ℝ} {J J' : Fin n → Fin n → ℝ}
    (hH : heisenberg E0 h J = heisenberg E0' h' J') {k l : Fin n} (hkl : k < l) :
    J k l = J' k l := by
  apply Complex.ofReal_injective
  rw [exchange_from_trace E0 h J hkl, hH, ← exchange_from_trace E0' h' J' hkl]

end

end ExchangeFromTraces
```

```lean
#print axioms ExchangeFromTraces.exchange_unique
-- 'ExchangeFromTraces.exchange_unique' depends on axioms: [propext, Classical.choice, Quot.sound]
```
